# For the nearest-neighbour chain with one atom per cell, the squared phonon frequency has Fourier range 1 and the frequency has an inverse-square tail

A statement about the range of Fourier coefficients depends on what a coefficient is. Here it is the average over the whole continuous Brillouin zone,

$$c_R[f]=\frac{1}{2\pi}\int_0^{2\pi} f(q)\,e^{-iqR}\,dq ,$$

where $q$ is the wave number in units of the inverse lattice spacing, $f$ is the quantity to be interpolated and the integer $R$ counts unit cells. A calculation on a finite mesh of wave numbers has a sum in place of this integral. With the integral, the coefficients belong to the function $f$ alone and not to a mesh.

The system is a harmonic chain with one atom per cell, unit masses and unit springs between nearest neighbours. Its dynamical matrix is a single number, the squared frequency. In phonon calculations one can interpolate either dynamical matrices or frequencies between computed wave numbers; for this one-branch chain, a Fourier sum that is exact at every wave number has three nonzero real-space coefficients in the first case and infinitely many in the second.

## The chain and its Fourier coefficients

```lean
import Mathlib

open scoped Real
open Complex (I)

noncomputable section

namespace PhononInterpolation

/-- Phonon frequency of the chain with unit masses, springs and lattice spacing. -/
def freq (q : ℝ) : ℝ := 2 * |Real.sin (q / 2)|
```

This defines the phonon frequency $\omega(q)=2\,|\sin(q/2)|$. The text `(q : ℝ) : ℝ` says that a real number goes in and a real number comes out.

```lean
/-- Squared phonon frequency of the same chain. -/
def sqFreq (q : ℝ) : ℝ := 4 * Real.sin (q / 2) ^ 2
```

This is $\omega^2(q)=4\sin^2(q/2)$, written as a separate function. The link between the two is proved below.

```lean
/-- Force constants between atoms `R` cells apart, for unit nearest-neighbour springs. -/
def forceConst (R : ℤ) : ℂ := if R = 0 then 2 else if R = 1 ∨ R = -1 then -1 else 0
```

The force constants $\Phi_R$ are the second derivatives of the elastic energy with respect to the displacements of two atoms $R$ cells apart. With the energy $\tfrac12\sum_n(u_{n+1}-u_n)^2$, where $u_n$ is the displacement of atom $n$, they are $\Phi_0=2$, $\Phi_{\pm1}=-1$ and zero otherwise. The file takes these values as a definition and does not derive them from the energy. The values are typed as complex numbers, `ℂ`, because they will multiply Bloch phases.

```lean
/-- Lattice Fourier coefficient: the average of `f q * exp (-i q R)` over the Brillouin zone. -/
def coeff (f : ℝ → ℂ) (R : ℤ) : ℂ :=
  1 / (2 * (π : ℂ)) * ∫ q in (0 : ℝ)..(2 * π), f q * Complex.exp (-(I * R * q))
```

This is $c_R[f]$ as given at the start. The notation `∫ q in (0 : ℝ)..(2 * π)` is the integral from $0$ to $2\pi$, and `I` is the imaginary unit.

```lean
/-- Fourier interpolation at wave number `q` from coefficients `a` on a finite set of cells. -/
def interp (S : Finset ℤ) (a : ℤ → ℂ) (q : ℝ) : ℂ :=
  ∑ R ∈ S, a R * Complex.exp (I * R * q)
```

Fourier interpolation from a finite set $S$ of cells with coefficients $a_R$ is the sum $\sum_{R\in S}a_R\,e^{iRq}$. The sign of the phase is opposite to that in `coeff`, so that `coeff` recovers the coefficients put into such a sum, as proved below.

```lean
/-- The square of the frequency is the squared frequency `4 sin² (q/2)`. -/
theorem freq_sq (q : ℝ) : freq q ^ 2 = sqFreq q := by
  unfold freq sqFreq
  rw [mul_pow, sq_abs]
  norm_num
```

A theorem in Lean has a name, its variables, a statement after the colon and a proof after `:= by`. This one says $\omega(q)^2=4\sin^2(q/2)$ for every real $q$, which holds because $|x|^2=x^2$. The names `freq` and `sqFreq` therefore describe the same phonon branch.

## Finite sums return their own coefficients

```lean
/-- A Bloch phase integrates to zero over the Brillouin zone unless its cell index is zero. -/
theorem integral_phase (n : ℤ) :
    ∫ q in (0 : ℝ)..(2 * π), Complex.exp (I * n * q) = if n = 0 then 2 * (π : ℂ) else 0 := by
  by_cases h : n = 0
  · subst h
    simp
  · have hc : I * (n : ℂ) ≠ 0 := mul_ne_zero Complex.I_ne_zero (by exact_mod_cast h)
    have e : Complex.exp (I * n * ((2 * π : ℝ) : ℂ)) = 1 := by
      rw [Complex.exp_eq_one_iff]
      exact ⟨n, by push_cast; ring⟩
    rw [integral_exp_mul_complex hc, e]
    simp [h]
```

For an integer $n$, the integral of $e^{inq}$ over the zone is $2\pi$ if $n=0$ and zero otherwise. By hand, the integrand is $1$ for $n=0$, and for $n\neq0$

$$\int_0^{2\pi}e^{inq}\,dq=\frac{e^{2\pi i n}-1}{in}=0 .$$

The proof makes the same split with `by_cases`. The line named `e` is $e^{2\pi i n}=1$, and `integral_exp_mul_complex` is Mathlib's integral of an exponential.

```lean
/-- An interpolation from finitely many cells has exactly the coefficients put into it,
and zero at all other cells. -/
theorem coeff_interp (S : Finset ℤ) (a : ℤ → ℂ) (R : ℤ) :
    coeff (interp S a) R = if R ∈ S then a R else 0 := by
  have hp : (π : ℂ) ≠ 0 := by exact_mod_cast Real.pi_ne_zero
  have h : ∀ q : ℝ, interp S a q * Complex.exp (-(I * R * q)) =
      ∑ T ∈ S, a T * Complex.exp (I * ((T - R : ℤ) : ℂ) * q) := by
    intro q
    unfold interp
    rw [Finset.sum_mul]
    refine Finset.sum_congr rfl fun T _ => ?_
    rw [mul_assoc, ← Complex.exp_add]
    congr 2
    push_cast
    ring
  unfold coeff
  simp only [h]
  rw [intervalIntegral.integral_finsetSum
    (fun T _ => Continuous.intervalIntegrable (by fun_prop) _ _)]
  -- orthogonality leaves only the term with `T = R`
  simp only [intervalIntegral.integral_const_mul, integral_phase, sub_eq_zero,
    mul_ite, mul_zero, Finset.sum_ite_eq']
  by_cases hR : R ∈ S
  · simp only [hR, if_true]
    field_simp
  · simp [hR]
```

If a function is built from coefficients $a_T$ on a finite set $S$, its coefficient at $R$ is $a_R$ when $R\in S$ and zero when it is not. The calculation is

$$\frac1{2\pi}\int_0^{2\pi}\sum_{T\in S}a_T\,e^{iTq}e^{-iRq}\,dq
=\sum_{T\in S}a_T\,\frac1{2\pi}\int_0^{2\pi}e^{i(T-R)q}\,dq ,$$

and by the previous theorem only the term with $T=R$ survives, if there is one. In the proof, `h` merges the two exponentials, `intervalIntegral.integral_finsetSum` exchanges sum and integral, and `integral_phase` supplies the orthogonality.

## The squared frequency stops at the first neighbour

```lean
/-- The Bloch sum of the nearest-neighbour force constants is the squared frequency. -/
theorem sqFreq_eq_interp (q : ℝ) : (sqFreq q : ℂ) = interp {-1, 0, 1} forceConst q := by
  have h : sqFreq q = 2 - 2 * Real.cos q := by
    have hc := Real.cos_two_mul (q / 2)
    have hs := Real.sin_sq_add_cos_sq (q / 2)
    rw [show 2 * (q / 2) = q by ring] at hc
    unfold sqFreq
    linear_combination 4 * hs + 2 * hc
  have f1 : forceConst (-1) = -1 := by norm_num [forceConst]
  have f2 : forceConst 0 = 2 := by norm_num [forceConst]
  have f3 : forceConst 1 = -1 := by norm_num [forceConst]
  have e1 : Complex.exp (I * ((-1 : ℤ) : ℂ) * q) = Complex.exp (-(q : ℂ) * I) := by
    congr 1
    push_cast
    ring
  have e2 : Complex.exp (I * ((0 : ℤ) : ℂ) * q) = 1 := by simp
  have e3 : Complex.exp (I * ((1 : ℤ) : ℂ) * q) = Complex.exp ((q : ℂ) * I) := by
    congr 1
    push_cast
    ring
  unfold interp
  rw [Finset.sum_insert (by decide), Finset.sum_insert (by decide), Finset.sum_singleton,
    f1, f2, f3, e1, e2, e3, h]
  push_cast
  rw [Complex.cos]
  ring
```

The statement is $\omega^2(q)=\sum_{R\in\{-1,0,1\}}\Phi_R\,e^{iRq}$ at every $q$. The notation `(sqFreq q : ℂ)` means the real number $\omega^2(q)$ regarded as a complex one. From $\cos q=2\cos^2(q/2)-1$ and $\sin^2(q/2)+\cos^2(q/2)=1$ one gets

$$4\sin^2(q/2)=2-2\cos q=2-e^{iq}-e^{-iq},$$

which is the Bloch sum of the force constants. The first equality is `h`, where `linear_combination` adds the two trigonometric identities with the stated weights. The remaining named facts evaluate the three force constants and the three phases.

```lean
/-- The Fourier coefficients of the squared frequency are the force constants. -/
theorem coeff_sqFreq (R : ℤ) : coeff (fun q => (sqFreq q : ℂ)) R = forceConst R := by
  rw [show (fun q => (sqFreq q : ℂ)) = interp {-1, 0, 1} forceConst from
    funext sqFreq_eq_interp, coeff_interp]
  by_cases h : R ∈ ({-1, 0, 1} : Finset ℤ)
  · rw [if_pos h]
  · rw [if_neg h]
    simp only [Finset.mem_insert, Finset.mem_singleton, not_or] at h
    simp [forceConst, h.1, h.2.1, h.2.2]
```

Hence $c_R[\omega^2]=\Phi_R$ for every integer $R$. The squared frequency is a finite Bloch sum, and such a sum returns its own coefficients. The two cases of the proof are cells inside and outside $\{-1,0,1\}$; outside, both sides are zero.

## The frequency has a coefficient at every cell

```lean
/-- The denominator `4 R² - 1` does not vanish at any integer `R`. -/
theorem den_ne (R : ℤ) : 4 * (R : ℂ) ^ 2 - 1 ≠ 0 := by
  have h : 4 * R ^ 2 - 1 ≠ 0 := by
    generalize R ^ 2 = s
    omega
  exact_mod_cast h
```

The number $4R^2-1$ will appear in a denominator. It is never zero for an integer $R$, since $4R^2=1$ would make $1$ a multiple of four. The tactic `omega`, which decides linear integer arithmetic, settles this after $R^2$ has been renamed $s$.

```lean
/-- The Fourier coefficient of the frequency at cell `R` is `-4 / (π (4 R² - 1))`. -/
theorem coeff_freq (R : ℤ) :
    coeff (fun q => (freq q : ℂ)) R = -4 / ((π : ℂ) * (4 * (R : ℂ) ^ 2 - 1)) := by
  have hp : (π : ℂ) ≠ 0 := by exact_mod_cast Real.pi_ne_zero
  have hD := den_ne R
  -- on one period starting at zero the absolute value can be dropped
  have hcongr : ∫ q in (0 : ℝ)..(2 * π), (freq q : ℂ) * Complex.exp (-(I * R * q)) =
      ∫ q in (0 : ℝ)..(2 * π), 2 * Complex.sin ((q : ℂ) / 2) * Complex.exp (-(I * R * q)) := by
    apply intervalIntegral.integral_congr
    intro q hq
    rw [Set.uIcc_of_le (by positivity)] at hq
    have hs : 0 ≤ Real.sin (q / 2) :=
      Real.sin_nonneg_of_nonneg_of_le_pi (by linarith [hq.1]) (by linarith [hq.2])
    have hf : (freq q : ℂ) = 2 * Complex.sin ((q : ℂ) / 2) := by
      simp [freq, abs_of_nonneg hs]
    simp only [hf]
  -- an explicit antiderivative
  have hF : ∀ z : ℂ, HasDerivAt (fun z : ℂ => Complex.exp (-(I * R * z)) *
      (4 * Complex.cos (z / 2) + 8 * I * R * Complex.sin (z / 2)) / (4 * (R : ℂ) ^ 2 - 1))
      (2 * Complex.sin (z / 2) * Complex.exp (-(I * R * z))) z := by
    intro z
    have h1 : HasDerivAt (fun z : ℂ => -(I * R * z)) (-(I * R)) z :=
      ((hasDerivAt_id' z).const_mul (I * (R : ℂ))).fun_neg.congr_deriv (by ring)
    have h2 : HasDerivAt (fun z : ℂ => z / 2) (1 / 2) z := (hasDerivAt_id' z).div_const 2
    have h := (h1.cexp.fun_mul ((h2.ccos.const_mul 4).fun_add
      (h2.csin.const_mul (8 * I * (R : ℂ))))).div_const (4 * (R : ℂ) ^ 2 - 1)
    refine h.congr_deriv ?_
    rw [div_eq_iff hD]
    linear_combination (-8 * (R : ℂ) ^ 2 * Complex.exp (-(I * R * z)) *
      Complex.sin (z / 2)) * Complex.I_sq
  have e : Complex.exp (-(I * R * ((2 * π : ℝ) : ℂ))) = 1 := by
    rw [Complex.exp_eq_one_iff]
    exact ⟨-R, by push_cast; ring⟩
  have hh : ((2 * π : ℝ) : ℂ) / 2 = (π : ℂ) := by
    push_cast
    ring
  have key : ∫ q in (0 : ℝ)..(2 * π), (freq q : ℂ) * Complex.exp (-(I * R * q)) =
      -8 / (4 * (R : ℂ) ^ 2 - 1) := by
    rw [hcongr, intervalIntegral.integral_eq_sub_of_hasDerivAt
      (fun q _ => (hF q).comp_ofReal) (Continuous.intervalIntegrable (by fun_prop) _ _)]
    simp only [e, hh, Complex.cos_pi, Complex.sin_pi, Complex.ofReal_zero, mul_zero, neg_zero,
      Complex.exp_zero, zero_div, Complex.cos_zero, Complex.sin_zero]
    ring
  change 1 / (2 * (π : ℂ)) *
    (∫ q in (0 : ℝ)..(2 * π), (freq q : ℂ) * Complex.exp (-(I * R * q))) = _
  rw [key, div_mul_div_comm, div_eq_div_iff
    (mul_ne_zero (mul_ne_zero two_ne_zero hp) hD) (mul_ne_zero hp hD)]
  ring
```

The statement is

$$c_R[\omega]=-\frac{4}{\pi(4R^2-1)}\qquad\text{for every integer }R .$$

On $[0,2\pi]$ the angle $q/2$ lies between $0$ and $\pi$, so $\sin(q/2)\ge0$ and the absolute value can be dropped. Write $D=4R^2-1$ and consider

$$F(q)=\frac{e^{-iRq}\left(4\cos(q/2)+8iR\sin(q/2)\right)}{D}.$$

The product rule gives

$$F'(q)=\frac{e^{-iRq}}{D}\left[-4iR\cos(q/2)+8R^2\sin(q/2)-2\sin(q/2)+4iR\cos(q/2)\right].$$

The cosines cancel and the sines add up to $2D\sin(q/2)$, so $F'(q)=2\sin(q/2)\,e^{-iRq}$, which is the integrand. At the ends of the zone $F(2\pi)=-4/D$ and $F(0)=4/D$. The integral is therefore $-8/D$, and division by $2\pi$ gives the result. At $R=0$ the coefficient is $4/\pi$, the mean frequency over the zone; all others are negative.

In the Lean proof, `hcongr` removes the absolute value and `hF` states that $F$ is an antiderivative. The term `Complex.I_sq` in its last line is $i^2=-1$, which turns $-iR\cdot8iR$ into $8R^2$. The fact `key` evaluates $F$ at the two ends, and the closing lines put in the factor $1/(2\pi)$.

## Finite range against an inverse-square tail

```lean
/-- The squared frequency has no nonzero Fourier coefficient beyond range 1. The frequency has a
nonzero one at every cell, of size between `1 / (π R²)` and `4 / (3 π R²)` for `R ≠ 0`. -/
theorem finite_range_versus_inverse_square_tail :
    (∀ R : ℤ, 1 < |R| → coeff (fun q => (sqFreq q : ℂ)) R = 0) ∧
    (∀ R : ℤ, coeff (fun q => (freq q : ℂ)) R ≠ 0) ∧
    (∀ R : ℤ, R ≠ 0 → 1 / (π * (R : ℝ) ^ 2) ≤ ‖coeff (fun q => (freq q : ℂ)) R‖ ∧
      ‖coeff (fun q => (freq q : ℂ)) R‖ ≤ 4 / (3 * π * (R : ℝ) ^ 2)) := by
  refine ⟨fun R hR => ?_, fun R => ?_, fun R hR => ?_⟩
  · have h0 : R ≠ 0 := by rintro rfl; simp at hR
    have h1 : R ≠ 1 := by rintro rfl; simp at hR
    have h2 : R ≠ -1 := by rintro rfl; simp at hR
    rw [coeff_sqFreq]
    simp [forceConst, h0, h1, h2]
  · rw [coeff_freq]
    exact div_ne_zero (by norm_num)
      (mul_ne_zero (by exact_mod_cast Real.pi_ne_zero) (den_ne R))
  · have hz : (0 : ℤ) < R ^ 2 := by positivity
    have hz1 : (1 : ℤ) ≤ R ^ 2 := by linarith
    have h1 : (1 : ℝ) ≤ (R : ℝ) ^ 2 := by exact_mod_cast hz1
    have hr : (0 : ℝ) < (R : ℝ) ^ 2 := by linarith
    have hD : (0 : ℝ) < 4 * (R : ℝ) ^ 2 - 1 := by linarith
    have hpi := Real.pi_pos
    have hpD := mul_pos hpi hD
    have hc : coeff (fun q => (freq q : ℂ)) R =
        ((-(4 / (π * (4 * (R : ℝ) ^ 2 - 1))) : ℝ) : ℂ) := by
      rw [coeff_freq]
      push_cast
      ring
    rw [hc, Complex.norm_real, norm_neg, Real.norm_of_nonneg (div_pos (by norm_num) hpD).le]
    constructor
    · rw [div_le_div_iff₀ (mul_pos hpi hr) hpD]
      nlinarith
    · rw [div_le_div_iff₀ hpD (by positivity)]
      nlinarith [mul_nonneg hpi.le (sub_nonneg.2 h1)]
```

The symbol `∀` means "for all", `∧` means "and", and `‖ ‖` is the modulus of a complex number. The theorem has three parts:

- $c_R[\omega^2]=0$ whenever $|R|>1$;
- $c_R[\omega]\neq0$ for every integer $R$;
- for $R\neq0$, $\displaystyle \frac{1}{\pi R^2}\le\bigl|c_R[\omega]\bigr|\le\frac{4}{3\pi R^2}$.

The first part follows from $c_R[\omega^2]=\Phi_R$. The second holds because the closed form has numerator $-4$ and a nonzero denominator. For the third, a nonzero integer has $R^2\ge1$, so

$$3R^2\le4R^2-1\le4R^2 ,$$

and dividing $4/\pi$ by each member gives the two bounds. The upper one is attained at $R=\pm1$.

The proof opens with `refine`, which splits the goal into these three parts. In the last one, `hc` writes the coefficient as a real number, so that its modulus is an ordinary absolute value. Then `div_le_div_iff₀` clears the denominators, and `nlinarith`, a tactic for polynomial inequalities, finishes each bound. For the upper bound it is handed $\pi(R^2-1)\ge0$.

```lean
/-- No choice of finitely many real-space coefficients reproduces the frequency at all `q`. -/
theorem freq_not_finite_range (S : Finset ℤ) (a : ℤ → ℂ) :
    ∃ q : ℝ, interp S a q ≠ (freq q : ℂ) := by
  by_contra hcon
  have heq : interp S a = fun q => (freq q : ℂ) :=
    funext fun q => by simpa using not_exists.1 hcon q
  obtain ⟨R, hR⟩ : ∃ R, R ∉ S := by
    by_contra h
    exact Set.infinite_univ (α := ℤ)
      (S.finite_toSet.subset fun x _ => by simpa using not_exists.1 h x)
  -- compare coefficients at a cell outside the finite set
  have hc := coeff_interp S a R
  rw [heq, if_neg hR] at hc
  exact finite_range_versus_inverse_square_tail.2.1 R hc

end PhononInterpolation
```

For any finite set $S$ of cells and any coefficients $a$, there is a wave number $q$ (`∃` means "there exists") at which the interpolation differs from $\omega(q)$. The coefficients are arbitrary, so values fitted to frequencies on a finite mesh are included. The theorem does not say where the error occurs or how large it is.

The argument is by contradiction. Suppose the interpolation equals $\omega$ at every $q$. Since $S$ is finite, some integer $R$ lies outside it. The coefficient of the interpolation at that $R$ is zero, by `coeff_interp`, while that of $\omega$ is not, by the second part of the preceding theorem. In Lean, `by_contra` introduces the supposition, `heq` states the equality of the two functions, and `obtain` produces the cell $R$ from the fact that there are infinitely many integers.

```lean
#print axioms PhononInterpolation.freq_sq
-- 'PhononInterpolation.freq_sq' depends on axioms: [propext, Classical.choice, Quot.sound]
#print axioms PhononInterpolation.finite_range_versus_inverse_square_tail
-- 'PhononInterpolation.finite_range_versus_inverse_square_tail' depends on axioms: [propext, Classical.choice, Quot.sound]
#print axioms PhononInterpolation.freq_not_finite_range
-- 'PhononInterpolation.freq_not_finite_range' depends on axioms: [propext, Classical.choice, Quot.sound]
```
